# The error of a nonzero oblique projection is at most its norm bound times the error of any vector in its range

A calculation with non-orthogonal basis functions often replaces a vector \(x\) by an expansion \(\sum_i \langle w_i, x\rangle v_i\). The trial vectors \(v_i\) carry the expansion, and a second set, the test vectors \(w_i\), supplies the coefficients. When \(\langle w_i, v_j\rangle = \delta_{ij}\), this map is a projector, but in general an oblique one, so the result need not be the closest vector that the trial vectors can represent. Before truncating in this way, one wants to know how much accuracy is lost compared with the best choice.

Let \(P\) be a nonzero linear map with \(P(Pz) = Pz\) on a complex inner-product space, and let \(c\) be a real number with \(\|Pz\| \le c\|z\|\) for all \(z\). Then

\[
\|x - Px\| \le c\,\|x - y\| \qquad \text{for every } x \text{ and every } y \text{ in the range of } P .
\]

The triangle inequality applied to \(x - Px = (x-y) - P(x-y)\) gives only the constant \(1 + c\). In electronic-structure work, duals formed from non-orthogonal orbitals with the inverse overlap matrix span the same space as the orbitals, so their projector is orthogonal and loses nothing against the best choice. For test vectors that span a different space, the estimate bounds the loss from a linear projection of a given vector onto the span of a finite trial set; it says nothing about self-consistency or about errors in energies.

## Lengths that come from an inner product

In quantum mechanics the length of a state vector comes from the overlap \(\langle u, v\rangle\), and the improvement from \(1+c\) to \(c\) rests on this. Take nonzero vectors \(u\) and \(v\), and exchange their lengths while keeping their directions:

\[
u' = \frac{\|v\|}{\|u\|}\,u, \qquad v' = \frac{\|u\|}{\|v\|}\,v .
\]

Then \(\|u'\| = \|v\|\) and \(\|v'\| = \|u\|\). The two scale factors are real and their product is 1, so \(\langle u', v'\rangle = \langle u, v\rangle\). Hence

\[
\|u'+v'\|^2 = \|v\|^2 + 2\,\mathrm{Re}\langle u,v\rangle + \|u\|^2 = \|u+v\|^2 .
\]

In Lean, the space is a type `E` with `InnerProductSpace ℂ E`. Neither finite dimension nor completeness is assumed. The inner product is linear in its second argument and conjugate-linear in its first.

```lean
import Mathlib

open Finset

namespace ObliqueProjector

noncomputable section

variable {E : Type*} [NormedAddCommGroup E] [InnerProductSpace ℂ E]
```

The first lemma computes the length of a rescaled vector.

```lean
/-- A nonzero vector divided by its length and multiplied by `r ≥ 0` has length `r`. -/
theorem norm_rescale {u : E} (hu : u ≠ 0) {r : ℝ} (hr : 0 ≤ r) :
    ‖((r / ‖u‖ : ℝ) : ℂ) • u‖ = r := by
  rw [norm_smul, Complex.norm_real, Real.norm_of_nonneg (div_nonneg hr (norm_nonneg u)),
    div_mul_cancel₀ _ (norm_ne_zero_iff.mpr hu)]
```

The second lemma is the exchange. Its step `hab` says that the scale factors multiply to 1, `hin` that the overlap is unchanged, and `hsq` compares the squared lengths. The last line takes the square root, which is allowed because both lengths are nonnegative.

```lean
/-- Exchanging the lengths of two nonzero vectors, while keeping their directions, does not
change the length of their sum. -/
theorem norm_exchange_add {u v : E} (hu : u ≠ 0) (hv : v ≠ 0) :
    ‖((‖v‖ / ‖u‖ : ℝ) : ℂ) • u + ((‖u‖ / ‖v‖ : ℝ) : ℂ) • v‖ = ‖u + v‖ := by
  have hu' : ‖u‖ ≠ 0 := norm_ne_zero_iff.mpr hu
  have hv' : ‖v‖ ≠ 0 := norm_ne_zero_iff.mpr hv
  have hab : ((‖v‖ / ‖u‖ : ℝ) : ℂ) * ((‖u‖ / ‖v‖ : ℝ) : ℂ) = 1 := by
    rw [← Complex.ofReal_mul, div_mul_div_cancel₀ hu', div_self hv', Complex.ofReal_one]
  -- the two scale factors are real and cancel in the overlap
  have hin : inner ℂ (((‖v‖ / ‖u‖ : ℝ) : ℂ) • u) (((‖u‖ / ‖v‖ : ℝ) : ℂ) • v)
      = inner ℂ u v := by
    rw [inner_smul_left, inner_smul_right, Complex.conj_ofReal, ← mul_assoc, hab, one_mul]
  have hsq : ‖((‖v‖ / ‖u‖ : ℝ) : ℂ) • u + ((‖u‖ / ‖v‖ : ℝ) : ℂ) • v‖ ^ 2
      = ‖u + v‖ ^ 2 := by
    rw [norm_add_sq (𝕜 := ℂ), norm_add_sq (𝕜 := ℂ), hin,
      norm_rescale hu (norm_nonneg v), norm_rescale hv (norm_nonneg u)]
    ring
  exact (sq_eq_sq₀ (norm_nonneg _) (norm_nonneg _)).mp hsq
```

With a norm that has no inner product behind it, the estimate can fail. Give \(\mathbb{C}^3\) the maximum norm, and let \(P\) replace every component by the mean of the three. Then \(c = 1\) is a bound, but \(x = (1,-1,-1)\) has length 1 and \(x - Px = (4/3,-2/3,-2/3)\) has length \(4/3\), which contradicts the estimate at \(y = 0\).

## Projecting twice changes nothing

The condition \(P(Pz) = Pz\) says that a vector already in the trial space is represented exactly. It does not make \(P\) self-adjoint, so the discarded part \(z - Pz\) may overlap with the retained part \(Pz\).

Set \(u = Pz\) and \(v = z - Pz\), so that \(z = u + v\). Idempotence gives \(Pu = u\) and \(Pv = Pz - P(Pz) = 0\). If both parts are nonzero, exchange their lengths and write \(z' = u' + v'\). Then \(\|z'\| = \|z\|\), and

\[
Pz' = \frac{\|v\|}{\|u\|}\,u, \qquad \|Pz'\| = \|v\| = \|z - Pz\| .
\]

The length of the discarded part of \(z\) is therefore the length of the retained part of \(z'\), which is as long as \(z\).

In `complement_bound` the hypothesis is `hP`. It gives `hPv`, the statement \(Pv = 0\), and it simplifies \(P\) applied to the exchanged vector.

Without idempotence the conclusion fails already for \(Pz = -z\) on a nonzero space. There \(c = 1\) is a bound, while \(\|z - Pz\| = 2\|z\|\).

## A limit on how much the projector amplifies

The number \(c\) limits how far \(P\) can stretch a vector. An orthogonal projector has \(c = 1\), and the estimate then says that \(Px\) is a best approximation. A large \(c\) is needed when some trial vector lies nearly parallel to a direction that \(P\) discards, so that a short vector can have a long projection.

When both parts of \(z\) are nonzero, the bound is applied to the exchanged vector:

\[
\|z - Pz\| = \|Pz'\| \le c\,\|z'\| = c\,\|z\| .
\]

In Lean this is the final use of `hc` in `complement_bound`. The type `E →ₗ[ℂ] E` contains all linear maps, continuous or not, so the bound is a separate hypothesis. In finite dimension some \(c\) always exists. In infinite dimension an idempotent linear map can be unbounded, and then no \(c\) satisfies the hypothesis.

## A projector that keeps something

The condition \(P \neq 0\) means that the trial space contains a nonzero vector. It forces \(c \ge 1\): choose \(t\) with \(Pt \neq 0\), and then

\[
\|Pt\| = \|P(Pt)\| \le c\,\|Pt\| ,
\]

which can be divided by \(\|Pt\| > 0\).

This covers the cases in which no exchange of lengths is possible. If \(Pz = 0\), the claim reads \(\|z\| \le c\|z\|\), which holds because \(c \ge 1\). If \(z - Pz = 0\), the left side is zero and the right side is nonnegative.

The proof establishes \(1 \le c\) first, as `h1`, from the hypothesis `h0`. The two `by_cases` lines then settle the degenerate cases, and the remaining lines carry out the exchange.

```lean
/-- Any bound on a nonzero oblique projector also bounds the complementary projector. -/
theorem complement_bound {P : E →ₗ[ℂ] E} {c : ℝ} (hP : ∀ z, P (P z) = P z) (h0 : P ≠ 0)
    (hc : ∀ z, ‖P z‖ ≤ c * ‖z‖) (z : E) : ‖z - P z‖ ≤ c * ‖z‖ := by
  -- a nonzero projector fixes some nonzero vector, so the bound is at least one
  have h1 : 1 ≤ c := by
    obtain ⟨t, ht⟩ : ∃ t, P t ≠ 0 := by
      by_contra h
      exact h0 (LinearMap.ext fun t => by
        by_contra ht
        exact h ⟨t, ht⟩)
    have h := hc (P t)
    rw [hP] at h
    have hpos : 0 < ‖P t‖ := norm_pos_iff.mpr ht
    by_contra hlt
    nlinarith [not_le.mp hlt]
  by_cases hu : P z = 0
  · rw [hu, sub_zero]
    nlinarith [norm_nonneg z]
  by_cases hv : z - P z = 0
  · rw [hv, norm_zero]
    exact mul_nonneg (by linarith) (norm_nonneg z)
  -- apply the bound to the vector with exchanged component lengths
  have hw := norm_exchange_add hu hv
  have hsum : P z + (z - P z) = z := by abel
  rw [hsum] at hw
  have hPv : P (z - P z) = 0 := by rw [P.map_sub, hP, sub_self]
  have h := hc (((‖z - P z‖ / ‖P z‖ : ℝ) : ℂ) • P z
    + ((‖P z‖ / ‖z - P z‖ : ℝ) : ℂ) • (z - P z))
  rw [hw, P.map_add, P.map_smul, P.map_smul, hP, hPv, smul_zero, add_zero,
    norm_rescale hu (norm_nonneg _)] at h
  exact h
```

For \(P = 0\) the number \(c = 0\) is an admissible bound, and the estimate would give \(\|x\| \le 0\) for every \(x\).

## Competitors taken from the range

The vector \(y\) stands for any other approximation that the same trial space offers. Since \(y = Pt\) for some \(t\), idempotence gives \(Py = y\). Inserting \(z = x - y\) into the previous bound yields

\[
z - Pz = x - y - Px + y = x - Px, \qquad \|x - Px\| \le c\,\|x - y\| .
\]

The competitor drops out on the left and remains on the right. In Lean, membership in `LinearMap.range P` is unpacked to \(y = Pt\), and the rewriting performs this cancellation.

```lean
/-- Quasi-optimality of a nonzero projector: the error of the projected vector is at most `c` times
the error of any vector in the range, where `c` bounds the projector. -/
theorem quasi_optimality {P : E →ₗ[ℂ] E} {c : ℝ} (hP : ∀ z, P (P z) = P z) (h0 : P ≠ 0)
    (hc : ∀ z, ‖P z‖ ≤ c * ‖z‖) (x : E) {y : E} (hy : y ∈ LinearMap.range P) :
    ‖x - P x‖ ≤ c * ‖x - y‖ := by
  obtain ⟨t, rfl⟩ := hy
  -- the complementary projector does not see the trial vector
  have h := complement_bound hP h0 hc (x - P t)
  rw [P.map_sub, hP, sub_sub_sub_cancel_right] at h
  exact h
```

A competitor from outside the range would spoil the statement: \(y = x\) makes the right side zero, whereas \(x - Px\) is nonzero whenever \(x\) is not in the range.

## A projector that discards something

If \(P\) is also different from the identity, so that the trial space is not the whole space, the estimate can be reversed. Suppose a number \(c\) satisfies \(\|x - Px\| \le c\|x-y\|\) for all \(x\) and all \(y\) in the range. The choice \(y = 0\) gives \(\|x - Px\| \le c\|x\|\), so \(c\) bounds the complementary map \(Q = 1 - P\). This \(Q\) is idempotent, and it is nonzero because \(P \neq 1\). The bound on complements, applied to \(Q\), gives

\[
\|Pz\| = \|z - Qz\| \le c\,\|z\| .
\]

A constant is therefore valid in the error estimate exactly when it bounds \(P\), and no constant smaller than the least bound of \(P\) works for all \(x\) and \(y\).

In the Lean proof, `hb` is the bound on \(Q\) and `hi` its idempotence. The hypothesis `h1`, here \(P \neq 1\), enters only in this direction; the other direction is `quasi_optimality`.

```lean
/-- For a projector that is neither zero nor the identity, a constant is valid in the
quasi-optimality estimate exactly when it bounds the projector. -/
theorem quasi_optimality_iff {P : E →ₗ[ℂ] E} (hP : ∀ z, P (P z) = P z) (h0 : P ≠ 0)
    (h1 : P ≠ LinearMap.id) (c : ℝ) :
    (∀ x, ∀ y ∈ LinearMap.range P, ‖x - P x‖ ≤ c * ‖x - y‖) ↔ ∀ z, ‖P z‖ ≤ c * ‖z‖ := by
  constructor
  · intro h z
    -- the trial vector zero bounds the complement; then exchange the two projectors
    have hb : ∀ x : E, ‖((LinearMap.id : E →ₗ[ℂ] E) - P) x‖ ≤ c * ‖x‖ := fun x => by
      simpa using h x 0 (Submodule.zero_mem _)
    have hi : ∀ x : E, ((LinearMap.id : E →ₗ[ℂ] E) - P) (((LinearMap.id : E →ₗ[ℂ] E) - P) x)
        = ((LinearMap.id : E →ₗ[ℂ] E) - P) x := fun x => by simp [hP]
    have hz := complement_bound hi (sub_ne_zero.mpr (Ne.symm h1)) hb z
    simpa using hz
  · intro hc x y hy
    exact quasi_optimality hP h0 hc x hy
```

For the identity on a nonzero space the equivalence breaks down: the error is always zero, so \(c = 0\) works in the estimate, but it does not bound \(P\).

## Test vectors dual to the trial vectors

The condition \(\langle w_i, v_j\rangle = \delta_{ij}\) says that each test vector reads off one expansion coefficient and ignores the others. In Lean the families are functions from a finite index type `ι` to `E`.

```lean
variable {ι : Type*} [Fintype ι] [DecidableEq ι]

/-- Test vectors `w` and trial vectors `v` are biorthogonal: `⟨w i, v j⟩ = δ i j`. -/
def Biorthogonal (w v : ι → E) : Prop :=
  ∀ i j, inner ℂ (w i) (v j) = if i = j then (1 : ℂ) else 0
```

The map from the opening is defined for any two families, with or without this condition.

```lean
omit [DecidableEq ι] in
/-- The map `x ↦ ∑ i, ⟨w i, x⟩ v i` built from test vectors `w` and trial vectors `v`. -/
def dualProjector (w v : ι → E) : E →ₗ[ℂ] E where
  toFun x := ∑ i, (inner ℂ (w i) x : ℂ) • v i
  map_add' x y := by simp [add_smul, Finset.sum_add_distrib]
  map_smul' a x := by simp [mul_smul, Finset.smul_sum]
```

Biorthogonality gives \(Pv_j = \sum_i \langle w_i, v_j\rangle v_i = v_j\), and by linearity \(P\) fixes every combination \(\sum_j a_j v_j\).

```lean
/-- The projector of a biorthogonal pair leaves every combination of trial vectors unchanged. -/
theorem dualProjector_trial {w v : ι → E} (h : Biorthogonal w v) (a : ι → ℂ) :
    dualProjector w v (∑ j, a j • v j) = ∑ j, a j • v j := by
  have hv : ∀ j, dualProjector w v (v j) = v j := fun j => by
    change ∑ i, (inner ℂ (w i) (v j) : ℂ) • v i = v j
    simp [h _ j, ite_smul]
  simp only [map_sum, map_smul, hv]
```

Since \(Px\) is such a combination, with coefficients \(\langle w_i, x\rangle\), it follows that \(P(Px) = Px\).

```lean
/-- The projector of a biorthogonal pair is idempotent. -/
theorem dualProjector_idempotent {w v : ι → E} (h : Biorthogonal w v) (x : E) :
    dualProjector w v (dualProjector w v x) = dualProjector w v x :=
  dualProjector_trial h fun i => inner ℂ (w i) x
```

The same condition links \(P\) to the Petrov-Galerkin requirement that the residual be orthogonal to all test vectors. Because \(\langle w_i, \sum_j a_j v_j\rangle = a_i\),

\[
\Big\langle w_i,\; x - \sum_j a_j v_j\Big\rangle = \langle w_i, x\rangle - a_i .
\]

This vanishes for every \(i\) exactly when \(a_i = \langle w_i, x\rangle\), which is the case exactly when \(\sum_j a_j v_j = Px\). In the proof, `hcoef` is the formula for the coefficients, and the two directions follow from it. The residual here is that of a given vector \(x\); an operator equation \(Ax = f\) is not treated.

```lean
/-- For biorthogonal families, the residual `x - ∑ j, a j • v j` is orthogonal to all test vectors
exactly when the combination `∑ j, a j • v j` equals `dualProjector w v x`. -/
theorem galerkin_condition_iff {w v : ι → E} (h : Biorthogonal w v) (x : E) (a : ι → ℂ) :
    (∀ i, inner ℂ (w i) (x - ∑ j, a j • v j) = (0 : ℂ)) ↔
      ∑ j, a j • v j = dualProjector w v x := by
  have hcoef : ∀ (b : ι → ℂ) (i : ι), inner ℂ (w i) (∑ j, b j • v j) = b i := fun b i => by
    simp [h i]
  constructor
  · intro hr
    change _ = ∑ i, (inner ℂ (w i) x : ℂ) • v i
    refine Finset.sum_congr rfl fun i _ => ?_
    have hi := hr i
    rw [inner_sub_right, hcoef, sub_eq_zero] at hi
    rw [hi]
  · intro hy i
    rw [hy, inner_sub_right]
    change _ - inner ℂ (w i) (∑ j, (inner ℂ (w j) x : ℂ) • v j) = 0
    rw [hcoef fun j => inner ℂ (w j) x, sub_self]
```

An explicit constant comes from the triangle inequality and the Cauchy-Schwarz inequality:

\[
\|Pz\| \le \sum_i |\langle w_i, z\rangle|\,\|v_i\| \le \Big(\sum_i \|w_i\|\,\|v_i\|\Big)\|z\| .
\]

The main theorem also needs \(P \neq 0\). This is where `Nonempty ι` is used: if \(P\) vanished, then \(v_i = Pv_i = 0\) for some index \(i\), against \(\langle w_i, v_i\rangle = 1\). With no trial vectors at all, the sum would be zero and the estimate would fail for every nonzero \(x\).

```lean
/-- For nonempty biorthogonal families, the projection error is at most `∑ i, ‖w i‖ ‖v i‖` times the
error of any combination of trial vectors. -/
theorem dualProjector_quasi_optimality [Nonempty ι] {w v : ι → E} (h : Biorthogonal w v)
    (x : E) (a : ι → ℂ) :
    ‖x - dualProjector w v x‖ ≤ (∑ i, ‖w i‖ * ‖v i‖) * ‖x - ∑ j, a j • v j‖ := by
  refine quasi_optimality (dualProjector_idempotent h) ?_ ?_ x ⟨_, dualProjector_trial h a⟩
  · -- a vanishing projector would contradict the normalisation of the pair
    intro h0
    obtain ⟨i⟩ := ‹Nonempty ι›
    have hv := dualProjector_trial h (Pi.single i 1)
    rw [h0, LinearMap.zero_apply] at hv
    have hvi : v i = 0 := by simpa [Pi.single_apply, ite_smul] using hv.symm
    have hi := h i i
    simp [hvi] at hi
  · -- Cauchy-Schwarz in every term
    intro z
    change ‖∑ i, (inner ℂ (w i) z : ℂ) • v i‖ ≤ _
    rw [Finset.sum_mul]
    refine (norm_sum_le _ _).trans (Finset.sum_le_sum fun i _ => ?_)
    rw [norm_smul]
    nlinarith [mul_le_mul_of_nonneg_right (norm_inner_le_norm (𝕜 := ℂ) (w i) z)
      (norm_nonneg (v i))]
```

This constant is easy to compute but can be generous. Each term is at least 1, so for \(n\) orthonormal vectors used as both families it equals \(n\), although \(c = 1\) already bounds that projector.

Without biorthogonality the map need not be a projector. A single vector of squared length 2, used as both test and trial vector, is doubled by it.

A pair of families in \(\mathbb{C}^3\) with different test and trial spaces shows that the condition can be met by a truly oblique projector. Lean verifies the four overlaps one by one.

```lean
/-- In `ℂ³` the test vectors `(1,0,1)`, `(0,1,1)` and the trial vectors `(1,0,0)`, `(0,1,0)`
are biorthogonal. -/
theorem biorthogonal_witness :
    Biorthogonal (E := EuclideanSpace ℂ (Fin 3)) (ι := Fin 2)
      ![!₂[1, 0, 1], !₂[0, 1, 1]] ![!₂[1, 0, 0], !₂[0, 1, 0]] := by
  intro i j
  fin_cases i <;> fin_cases j <;> simp [PiLp.inner_apply, Fin.sum_univ_succ]

end

end ObliqueProjector
```

With components numbered from 0, this projector is \(Px = (x_0 + x_2,\; x_1 + x_2,\; 0)\). Its least bound is \(\sqrt{3}\), while the explicit constant is \(2\sqrt{2}\); these two values, and the example that follows, are plain arithmetic added to the checked overlaps. For \(x = (1,1,1)\) the projection is \((2,2,0)\), with error \(\sqrt{3}\), and the best trial vector \((1,1,0)\) has error 1, so the factor \(\sqrt{3}\) is attained.

```lean
#print axioms ObliqueProjector.quasi_optimality
#print axioms ObliqueProjector.quasi_optimality_iff
#print axioms ObliqueProjector.galerkin_condition_iff
#print axioms ObliqueProjector.dualProjector_quasi_optimality
```

```
'ObliqueProjector.quasi_optimality' depends on axioms: [propext, Classical.choice, Quot.sound]
'ObliqueProjector.quasi_optimality_iff' depends on axioms: [propext, Classical.choice, Quot.sound]
'ObliqueProjector.galerkin_condition_iff' depends on axioms: [propext, Classical.choice, Quot.sound]
'ObliqueProjector.dualProjector_quasi_optimality' depends on axioms: [propext, Classical.choice, Quot.sound]
```
